# For a charge in a monopole field, x × q − g u x commutes with q² and with the inverse distance u

For a charge at position $x$ with kinetic momentum $q$, at inverse distance $u=1/r$ from a magnetic monopole of strength $g$ (axes numbered 0, 1, 2, with $\hbar=1$ and the electric charge absorbed into $g$), the bracket $[(x\times q)_0,q_0]=ig(x_1^2+x_2^2)u^3$ is cancelled by $[-g\,u x_0,q_0]=-ig(u-x_0^2u^3)$, because $u^2x^2=1$. From this relation and the assumed commutators of $x$, $q$ and $u$, the file below proves that every component of $J=x\times q-g\,u\,x$ commutes with $q^2$ and with $u$.

```lean
import Mathlib

open Complex

namespace MonopoleAngularMomentum

noncomputable section

variable {A : Type*} [Ring A] [Algebra ℂ A]

/- Indices are cyclic: `j`, `j + 1`, `j + 2` in `Fin 3` is a right-handed triple.
The relations below are those of `q = -i∇ - A`, where this `A` is not the algebra but a
vector potential (times the electric charge), acting on smooth functions away from
a Dirac string; this analytic realisation is not constructed here. -/

/-- Position `x`, kinetic momentum `q` and inverse distance `u` of a charge in the field
of a magnetic monopole, with `g` the product of electric and magnetic charge. -/
structure MonopoleRelations (g : ℂ) (x q : Fin 3 → A) (u : A) : Prop where
  xx : ∀ j k, ⁅x j, x k⁆ = 0
  xu : ∀ j, ⁅x j, u⁆ = 0
  xq_same : ∀ j, ⁅x j, q j⁆ = I • (1 : A)
  xq_ne : ∀ j k, j ≠ k → ⁅x j, q k⁆ = 0
  qu : ∀ j, ⁅q j, u⁆ = I • (x j * u ^ 3)
  qq : ∀ j, ⁅q j, q (j + 1)⁆ = (I * g) • (x (j + 2) * u ^ 3)
  radius : u ^ 2 * ∑ k, x k ^ 2 = 1

/-- The angular momentum `J = x × q - g u x`. -/
def angMom (g : ℂ) (x q : Fin 3 → A) (u : A) (j : Fin 3) : A :=
  x (j + 1) * q (j + 2) - x (j + 2) * q (j + 1) - g • (u * x j)

/-- `V` is a vector operator under `J`: `[J_j, V_k] = i ε_jkl V_l`. -/
def IsVectorUnder (J V : Fin 3 → A) : Prop :=
  ∀ j, ⁅J j, V j⁆ = 0 ∧ ⁅J j, V (j + 1)⁆ = I • V (j + 2) ∧
    ⁅J j, V (j + 2)⁆ = -(I • V (j + 1))

/-- The energy `q²/2 + V(u)` with a potential polynomial in the inverse distance. -/
def hamiltonian (q : Fin 3 → A) (u : A) (V : Polynomial ℂ) : A :=
  (1 / 2 : ℂ) • ∑ k, q k ^ 2 + Polynomial.aeval u V

/-- The commutator is linear and obeys the product rule in each slot, and every element
commutes with itself. -/
theorem commutator_rules :
    (∀ a b c : A, ⁅a * b, c⁆ = a * ⁅b, c⁆ + ⁅a, c⁆ * b) ∧
    (∀ a b c : A, ⁅a, b * c⁆ = ⁅a, b⁆ * c + b * ⁅a, c⁆) ∧
    (∀ a b c : A, ⁅a, b + c⁆ = ⁅a, b⁆ + ⁅a, c⁆) ∧
    (∀ a b c : A, ⁅a, b - c⁆ = ⁅a, b⁆ - ⁅a, c⁆) ∧
    (∀ a b c : A, ⁅a - b, c⁆ = ⁅a, c⁆ - ⁅b, c⁆) ∧
    (∀ (r : ℂ) (a b : A), ⁅r • a, b⁆ = r • ⁅a, b⁆) ∧
    (∀ (r : ℂ) (a b : A), ⁅a, r • b⁆ = r • ⁅a, b⁆) ∧
    (∀ a : A, ⁅a, a⁆ = 0) := by
  refine ⟨fun a b c => ?_, fun a b c => ?_, fun a b c => ?_, fun a b c => ?_,
    fun a b c => ?_, fun r a b => ?_, fun r a b => ?_, fun a => ?_⟩
  · simp only [Ring.lie_def]; noncomm_ring
  · simp only [Ring.lie_def]; noncomm_ring
  · simp only [Ring.lie_def]; noncomm_ring
  · simp only [Ring.lie_def]; noncomm_ring
  · simp only [Ring.lie_def]; noncomm_ring
  · simp only [Ring.lie_def, smul_mul_assoc, mul_smul_comm, smul_sub]
  · simp only [Ring.lie_def, smul_mul_assoc, mul_smul_comm, smul_sub]
  · simp only [Ring.lie_def, sub_self]

omit [Algebra ℂ A] in
/-- A sum over the three axes may start at any axis. -/
theorem sum_cyclic (f : Fin 3 → A) (j : Fin 3) :
    ∑ k, f k = f j + f (j + 1) + f (j + 2) := by
  have e : ∀ j : Fin 3, (j = 0 ∧ j + 1 = 1 ∧ j + 2 = 2) ∨
      (j = 1 ∧ j + 1 = 2 ∧ j + 2 = 0) ∨ (j = 2 ∧ j + 1 = 0 ∧ j + 2 = 1) := by decide
  rcases e j with ⟨a, b, c⟩ | ⟨a, b, c⟩ | ⟨a, b, c⟩ <;>
    rw [Fin.sum_univ_three, b, c, a] <;> abel

/-- The square of a vector operator commutes with every component of `J`. -/
theorem IsVectorUnder.commute_sq {J V : Fin 3 → A} (h : IsVectorUnder J V) (j : Fin 3) :
    Commute (J j) (∑ k, V k ^ 2) := by
  obtain ⟨h0, h1, h2⟩ := h j
  rw [commute_iff_lie_eq, sum_cyclic _ j]
  simp only [sq, commutator_rules, h0, h1, h2, smul_mul_assoc, mul_smul_comm, neg_mul,
    mul_neg, zero_mul, mul_zero]
  module

variable {g : ℂ} {x q : Fin 3 → A} {u : A}

/-- Every component of `J` commutes with the inverse distance. -/
theorem angMom_commute_u (h : MonopoleRelations g x q u) (j : Fin 3) :
    Commute (angMom g x q u j) u := by
  -- the two terms of `x × x` cancel
  have hc : x (j + 2) * (x (j + 1) * u ^ 3) = x (j + 1) * (x (j + 2) * u ^ 3) := by
    rw [← mul_assoc, ← mul_assoc, (commute_iff_lie_eq.mpr (h.xx (j + 2) (j + 1))).eq]
  rw [commute_iff_lie_eq]
  simp only [angMom, commutator_rules, h.xu, h.qu, mul_smul_comm,
    zero_mul, mul_zero, hc]
  module

/-- The position is a vector operator under `J`. -/
theorem position_isVector (h : MonopoleRelations g x q u) :
    IsVectorUnder (angMom g x q u) x := by
  intro j
  have n : ∀ j : Fin 3, j ≠ j + 1 ∧ j ≠ j + 2 ∧ j + 1 ≠ j + 2 := by decide
  obtain ⟨n1, n2, n3⟩ := n j
  have sk : ∀ a b : A, ⁅a, b⁆ = -⁅b, a⁆ := fun a b => by
    rw [Ring.lie_def, Ring.lie_def, neg_sub]
  have ux : ∀ k, ⁅u, x k⁆ = 0 := fun k => by rw [sk, h.xu, neg_zero]
  have qs : ∀ k, ⁅q k, x k⁆ = -(I • (1 : A)) := fun k => by rw [sk, h.xq_same]
  have qn : ∀ k l, l ≠ k → ⁅q k, x l⁆ = 0 := fun k l hkl => by
    rw [sk, h.xq_ne _ _ hkl, neg_zero]
  refine ⟨?_, ?_, ?_⟩ <;>
    simp only [angMom, commutator_rules, h.xx, ux, qs, qn _ _ n1, qn _ _ n2,
      qn _ _ n3, qn _ _ n3.symm, zero_mul, mul_zero, mul_neg, mul_smul_comm, mul_one] <;>
    module

/-- The kinetic momentum is a vector operator under `J`. -/
theorem momentum_isVector (h : MonopoleRelations g x q u) :
    IsVectorUnder (angMom g x q u) q := by
  intro j
  have n : ∀ j : Fin 3, j ≠ j + 1 ∧ j ≠ j + 2 ∧ j + 1 ≠ j + 2 := by decide
  have e : ∀ j : Fin 3, j + 1 + 1 = j + 2 ∧ j + 1 + 2 = j ∧ j + 2 + 1 = j ∧
      j + 2 + 2 = j + 1 := by decide
  obtain ⟨n1, n2, n3⟩ := n j
  obtain ⟨e1, e2, e3, e4⟩ := e j
  -- the magnetic commutators in both orders
  have b1 := h.qq j
  have b2 := h.qq (j + 1)
  have b3 := h.qq (j + 2)
  rw [e1, e2] at b2
  rw [e3, e4] at b3
  have sk : ∀ a b : A, ⁅a, b⁆ = -⁅b, a⁆ := fun a b => by
    rw [Ring.lie_def, Ring.lie_def, neg_sub]
  have c1 : ⁅q (j + 1), q j⁆ = -((I * g) • (x (j + 2) * u ^ 3)) := by rw [sk, b1]
  have c2 : ⁅q (j + 2), q (j + 1)⁆ = -((I * g) • (x j * u ^ 3)) := by rw [sk, b2]
  have uq : ∀ k, ⁅u, q k⁆ = -(I • (x k * u ^ 3)) := fun k => by rw [sk, h.qu]
  have xu : ∀ k, Commute (x k) u := fun k => commute_iff_lie_eq.mpr (h.xu k)
  have hu : u ^ 3 * x j = x j * u ^ 3 := ((xu j).pow_right 3).eq.symm
  -- `x² u³ = u`
  have w : ∀ k, x k * (x k * u ^ 3) = u * (u ^ 2 * x k ^ 2) := fun k => by
    calc x k * (x k * u ^ 3) = x k ^ 2 * u ^ 3 := by noncomm_ring
      _ = u ^ 3 * x k ^ 2 := ((xu k).pow_pow 2 3).eq
      _ = u * (u ^ 2 * x k ^ 2) := by noncomm_ring
  have hr : x j * (x j * u ^ 3) + x (j + 1) * (x (j + 1) * u ^ 3)
      + x (j + 2) * (x (j + 2) * u ^ 3) = u := by
    have r := h.radius
    rw [sum_cyclic _ j] at r
    have r' := congrArg (fun y => u * y) r
    simp only [w]
    simpa only [mul_add, mul_one] using r'
  refine ⟨?_, ?_, ?_⟩ <;>
    simp only [angMom, commutator_rules, b2, b3, c1, c2, uq, h.xq_same,
      h.xq_ne _ _ n1, h.xq_ne _ _ n2, h.xq_ne _ _ n3, h.xq_ne _ _ n1.symm,
      h.xq_ne _ _ n2.symm, h.xq_ne _ _ n3.symm, zero_mul, mul_zero, mul_neg, neg_mul,
      mul_smul_comm, smul_mul_assoc, mul_one, one_mul, mul_assoc, hu]
  · linear_combination (norm := module) (I * g) • hr
  · module
  · module

/-- Every component of `J = x × q - g u x` commutes with `q²` and with `u`. -/
theorem angMom_conserved (h : MonopoleRelations g x q u) (j : Fin 3) :
    Commute (angMom g x q u j) (∑ k, q k ^ 2) ∧ Commute (angMom g x q u j) u :=
  ⟨(momentum_isVector h).commute_sq j, angMom_commute_u h j⟩

/-- `J` commutes with the energy `q²/2 + V(u)` for every polynomial `V`. -/
theorem angMom_commute_hamiltonian (h : MonopoleRelations g x q u) (V : Polynomial ℂ)
    (j : Fin 3) : Commute (angMom g x q u j) (hamiltonian q u V) := by
  obtain ⟨hq, hu⟩ := angMom_conserved h j
  unfold hamiltonian
  rw [Polynomial.aeval_eq_sum_range]
  exact (hq.smul_right _).add_right
    (Commute.sum_right _ _ _ fun i _ => (hu.pow_right i).smul_right _)

/-- The components of `J` obey the angular momentum algebra `[J_j, J_k] = i ε_jkl J_l`. -/
theorem angMom_algebra (h : MonopoleRelations g x q u) :
    IsVectorUnder (angMom g x q u) (angMom g x q u) := by
  intro j
  have e : ∀ j : Fin 3, j + 1 + 1 = j + 2 ∧ j + 1 + 2 = j ∧ j + 2 + 1 = j ∧
      j + 2 + 2 = j + 1 := by decide
  obtain ⟨e1, e2, e3, e4⟩ := e j
  have ha : angMom g x q u (j + 1) =
      x (j + 2) * q j - x j * q (j + 2) - g • (u * x (j + 1)) := by
    simp only [angMom, e1, e2]
  have hb : angMom g x q u (j + 2) =
      x j * q (j + 1) - x (j + 1) * q j - g • (u * x (j + 2)) := by
    simp only [angMom, e3, e4]
  obtain ⟨x0, x1, x2⟩ := position_isVector h j
  obtain ⟨q0, q1, q2⟩ := momentum_isVector h j
  have hu := commute_iff_lie_eq.mp (angMom_commute_u h j)
  refine ⟨by simp only [commutator_rules], ?_, ?_⟩ <;> rw [ha, hb] <;>
    simp only [commutator_rules, x0, x1, x2, q0, q1, q2, hu, zero_mul, mul_zero,
      mul_neg, neg_mul, mul_smul_comm, smul_mul_assoc] <;>
    module

/-- The component of `J` along the radial direction `u x` is the constant `-g`. -/
theorem radial_angMom (h : MonopoleRelations g x q u) :
    ∑ k, u * x k * angMom g x q u k = -(g • (1 : A)) := by
  have s : ∀ j k y, x j * (x k * y) = x k * (x j * y) := fun j k y => by
    rw [← mul_assoc, (commute_iff_lie_eq.mpr (h.xx j k)).eq, mul_assoc]
  have t : ∀ j y, x j * (u * y) = u * (x j * y) := fun j y => by
    rw [← mul_assoc, (commute_iff_lie_eq.mpr (h.xu j)).eq, mul_assoc]
  have r := h.radius
  simp only [Fin.sum_univ_three, sq, mul_add, mul_assoc] at r
  simp only [Fin.sum_univ_three, angMom, show (0 : Fin 3) + 1 = 1 from rfl,
    show (0 : Fin 3) + 2 = 2 from rfl, show (1 : Fin 3) + 1 = 2 from rfl,
    show (1 : Fin 3) + 2 = 0 from rfl, show (2 : Fin 3) + 1 = 0 from rfl,
    show (2 : Fin 3) + 2 = 1 from rfl, mul_sub, mul_smul_comm, mul_assoc, t]
  -- the orbital part `x · (x × q)` vanishes
  rw [s 1 0 (q 2), s 2 0 (q 1), s 2 1 (q 0)]
  linear_combination (norm := module) (-g) • r

end

end MonopoleAngularMomentum
```

```lean
#print axioms MonopoleAngularMomentum.angMom_commute_u
-- 'MonopoleAngularMomentum.angMom_commute_u' depends on axioms: [propext, Classical.choice, Quot.sound]
#print axioms MonopoleAngularMomentum.angMom_commute_hamiltonian
-- 'MonopoleAngularMomentum.angMom_commute_hamiltonian' depends on axioms: [propext, Classical.choice, Quot.sound]
#print axioms MonopoleAngularMomentum.angMom_algebra
-- 'MonopoleAngularMomentum.angMom_algebra' depends on axioms: [propext, Classical.choice, Quot.sound]
#print axioms MonopoleAngularMomentum.radial_angMom
-- 'MonopoleAngularMomentum.radial_angMom' depends on axioms: [propext, Classical.choice, Quot.sound]
```

## The relations and the operators they describe

The operators are elements of an arbitrary complex algebra `A`, and `⁅a, b⁆` is the commutator $ab-ba$. Position and kinetic momentum are triples `x q : Fin 3 → A`. Indices are added modulo 3, so $j,\,j+1,\,j+2$ is always a right-handed triple. The structure `MonopoleRelations` is the hypothesis of the physical theorems:

- The $x_j$ commute with each other and with $u$, and $[x_j,q_k]=i\delta_{jk}$ (`xx`, `xu`, `xq_same`, `xq_ne`).
- $[q_j,u]=i\,x_ju^3$ (`qu`). This is the gradient of $1/r$, since $-i\,\partial_j(1/r)=i\,x_j/r^3$.
- $[q_j,q_{j+1}]=ig\,x_{j+2}u^3$ (`qq`). The right-hand side is $i$ times a component of the radial field $g\,x/r^3$, with the electric charge absorbed into $g$. The reversed order follows by antisymmetry.
- $u^2\sum_k x_k^2=1$ (`radius`), which ties $u$ to the distance.

These are the relations of $q=-i\nabla-A$, where this $A$ is a vector potential, acting on smooth functions away from a Dirac string. The file assumes them and does not construct that realisation.

`angMom` is $J$, and `angMom_conserved` states the result for each $j$: `Commute` means $ab=ba$. The theorem `angMom_commute_hamiltonian` extends it to $H=\tfrac12q^2+V(u)$ with unit mass and $V$ any polynomial. This covers Coulomb and inverse-square terms, but not a harmonic potential in $r$. Commuting with $H$ is what makes $J$ a constant of the motion, so for a single spinless charge and a fixed monopole that obeys Dirac's quantisation condition ($2g$ an integer), $J^2$ and one component of $J$ supply angular momentum quantum numbers for energy eigenstates. The total one takes the values $|g|,|g|+1,\dots$ and so does not start at 0 unless $g=0$.

In the theorems $g$ may be any complex number, so Dirac's condition plays no part in the proofs. Self-adjointness and operator domains do not enter either. Matrices of finite, non-zero size cannot satisfy the relations, because the trace of $[x_j,q_j]$ is zero while that of $i\,1$ is not; in a truncated basis the relation $[x_j,q_j]=i$ therefore fails, and enlarging the basis does not make the error small in operator norm.

## Brackets with u and with position

All brackets reduce to the assumed ones by $[ab,c]=a[b,c]+[a,c]b$, its mirror image and linearity, which are collected in `commutator_rules`. Take

$$J_0=x_1q_2-x_2q_1-g\,u x_0 .$$

The other components follow by cyclic relabelling; Lean treats a general $j$ throughout.

Since $u$ commutes with every $x_k$,

$$[J_0,u]=x_1(i\,x_2u^3)-x_2(i\,x_1u^3)=0 .$$

This is `angMom_commute_u`; its auxiliary equation `hc` exchanges the two position factors.

For position, $[q_k,x_k]=-i$ gives

$$[J_0,x_0]=0,\qquad [J_0,x_1]=-x_2[q_1,x_1]=i\,x_2,\qquad [J_0,x_2]=x_1[q_2,x_2]=-i\,x_1 .$$

These three equations say that $x$ is a vector under $J$, which is the content of `IsVectorUnder` and is proved in `position_isVector`. The term $g\,u x_0$ drops out because it commutes with position.

## The cancellation for the momentum

The first bracket is the opening example in full:

$$\begin{aligned}
[J_0,q_0]&=x_1[q_2,q_0]-x_2[q_1,q_0]-g\big(u[x_0,q_0]+[u,q_0]x_0\big)\\
&=ig\,x_1^2u^3+ig\,x_2^2u^3-ig\,u+ig\,x_0^2u^3\\
&=ig\,(x^2u^3-u)=0 .
\end{aligned}$$

The last step uses $x^2u^3=u(u^2x^2)=u$. In the other two brackets the magnetic terms cancel in pairs, without the distance relation:

$$\begin{aligned}
[J_0,q_1]&=x_1[q_2,q_1]+[x_1,q_1]q_2-g[u,q_1]x_0\\
&=-ig\,x_1x_0u^3+i\,q_2+ig\,x_1u^3x_0=i\,q_2,\\
[J_0,q_2]&=-x_2[q_1,q_2]-[x_2,q_2]q_1-g[u,q_2]x_0\\
&=-ig\,x_2x_0u^3-i\,q_1+ig\,x_2u^3x_0=-i\,q_1 .
\end{aligned}$$

In `momentum_isVector`, `simp only` expands the brackets and inserts the relations. The identity $x^2u^3=u$ is called `hr`, and `linear_combination` adds it with the factor $ig$ to close the first case. The tactic `module` compares the remaining linear combinations and closes the other two.

Numbers show the balance. In the realisation on functions, $x$ and $u$ act by multiplication, so their values at a point can be inserted. At $x=(1,2,2)$ the distance is 3 and $u=1/3$. With $g=1/2$, the part from $x\times q$ is

$$i\cdot\tfrac12\cdot\frac{4+4}{27}=\frac{4i}{27},$$

and the part from $-g\,u x_0$ is

$$-i\cdot\tfrac12\left(\tfrac13-\tfrac1{27}\right)=-\frac{4i}{27}.$$

## From vector operators to conserved quantities

If $V$ now denotes any vector under $J$, not the potential, then

$$[J_0,V_0^2+V_1^2+V_2^2]=i(V_2V_1+V_1V_2)-i(V_1V_2+V_2V_1)=0 .$$

The components of $V$ need not commute with each other, which matters because those of $q$ do not. This is `IsVectorUnder.commute_sq`; the lemma `sum_cyclic` lets the sum start at axis $j$. With $V=q$ it gives $[J_j,q^2]=0$, and `angMom_conserved` joins this to $[J_j,u]=0$. An element that commutes with $u$ commutes with its powers and their linear combinations, so the polynomial potential is covered too.

The brackets already found also give

$$\begin{aligned}
[J_0,J_1]&=[J_0,\;x_2q_0-x_0q_2-g\,u x_1]\\
&=-i\,x_1q_0+i\,x_0q_1-ig\,u x_2=i\,J_2,\\
[J_0,J_2]&=[J_0,\;x_0q_1-x_1q_0-g\,u x_2]\\
&=i\,x_0q_2-i\,x_2q_0+ig\,u x_1=-i\,J_1 .
\end{aligned}$$

Together with $[J_0,J_0]=0$, this is the angular momentum algebra, stated in `angMom_algebra` by saying that $J$ is a vector under itself.

Finally, `radial_angMom` computes the component of $J$ along the unit radial vector $u\,x$:

$$\sum_k u x_kJ_k=u\,x\cdot(x\times q)-g\,u^2x^2=-g .$$

The triple product vanishes because the positions commute and stand to the left of $q$. In Lean, the exchanges `s` and `t` reorder the factors, and `radius` multiplied by $-g$ finishes the proof. In the classical motion the same identity, with $J$ fixed and non-zero, keeps the angle between $J$ and the position constant, so the charge moves on a cone, which flattens to a plane when $g=0$.

## Differential operators in place of relations

The statement could have been modelled with explicit differential operators: choose a vector potential with a Dirac string, let $q_j=-i\,\partial_j-A_j$ act on smooth functions off the string, and take $x_j$ and $u$ as multiplication operators. The fields of `MonopoleRelations` would then be results to derive by calculus, and the conclusion would concern that one realisation. The algebraic form leaves this work to whoever applies the theorem, and in return it holds for every choice of string and gauge in which the relations are satisfied.
